# Mirror reflection of a two-site chain exchanges the two sites

The mirror reflection of a finite chain reverses the order of its sites. Here it is a real matrix with one row and one column per site, whose entry at `i`, `j` is 1 if `j` is the mirror image of `i` and 0 otherwise. The theorem `mirror_two` states that for two sites this is the 2 × 2 matrix with zeros on the diagonal and ones off it; no Hamiltonian or state enters. The attempt compares the matrices entry by entry, and in each of the four cases tries to settle the `if` in the definition with `if_pos` or `if_neg`, leaving the condition to `decide`.

An attempt in Lean 4 with a fault in it:

```lean
import Mathlib

open Matrix

namespace MirrorTwo

noncomputable section

/-- The mirror reflection of a chain of `N` sites, which reverses the order of the sites. -/
def mirror (N : ℕ) : Matrix (Fin N) (Fin N) ℝ :=
  Matrix.of fun i j => if Fin.rev i = j then 1 else 0

/-- For two sites the mirror reflection is the swap matrix. -/
theorem mirror_two : mirror 2 = !![0, 1; 1, 0] := by
  ext i j
  fin_cases i <;> fin_cases j
  · exact if_neg (by decide)
  · exact if_pos (by decide)
  · exact if_pos (by decide)
  · exact if_neg (by decide)

end

end MirrorTwo
```

Compiling this gives:

```
Main.lean:17:21: error: Expected type must not contain metavariables
  ¬?m.785
Main.lean:18:21: error: Expected type must not contain metavariables
  ?m.791
Main.lean:19:21: error: Expected type must not contain metavariables
  ?m.797
Main.lean:20:21: error: Expected type must not contain metavariables
  ¬?m.803
```

What went wrong. All four errors say the same thing: when `decide` ran, the proposition it had to prove was still unknown. In the messages it is a bare metavariable, `?m.791` for example, or the negation of one. `if_pos` and `if_neg` work for any condition, so the condition had to come from the goal. But the goal speaks of an entry of `mirror 2`, with the `if` hidden behind `mirror` and `Matrix.of`, and Lean had not read the condition off it by the time `decide` was called. The choice of `if_pos` or `if_neg` was right in every case.

The repair gives `decide` a complete statement, `e`: on two sites, the mirror image of `i` is `j` exactly when `i ≠ j`. Then `simp only` unfolds `mirror` and `Matrix.of`, which brings the `if` into view, and uses `e` to rewrite its condition. After the split into four cases, `simp` evaluates the condition and the matching entry of the explicit matrix, so no condition has to be inferred through `if_pos` or `if_neg`.

Fix (accepted with no message):

```diff
@@ -13,10 +13,8 @@
 /-- For two sites the mirror reflection is the swap matrix. -/
 theorem mirror_two : mirror 2 = !![0, 1; 1, 0] := by
+  have e : ∀ i j : Fin 2, Fin.rev i = j ↔ i ≠ j := by decide
   ext i j
-  fin_cases i <;> fin_cases j
-  · exact if_neg (by decide)
-  · exact if_pos (by decide)
-  · exact if_pos (by decide)
-  · exact if_neg (by decide)
+  simp only [mirror, Matrix.of_apply, e]
+  fin_cases i <;> fin_cases j <;> simp
 
 end
```
